# For a positive semidefinite matrix K of p², the Pauli kinetic matrix K/2 − K²/(8c²) is positive semidefinite exactly when no eigenvalue of K exceeds 4c²

An electron close to a heavy nucleus moves fast, and the Pauli Hamiltonian corrects its kinetic energy $p^2/2$ by the mass-velocity term $-p^4/(8c^2)$, in atomic units with $c$ the speed of light. Tight basis functions bring in large values of $p^2$, where the negative term wins; with $p^4$ represented by the square of the matrix of $p^2$, the file below determines where the kinetic energy loses its positivity and proves an upper bound on it that decreases as the mean value of $p^2$ grows.

```lean
import Mathlib

open Matrix
open scoped ComplexOrder

namespace PauliKineticCollapse

noncomputable section

variable {n : Type*} [Fintype n]

/-- The Pauli kinetic matrix `K/2 - K²/(8c²)` built from the matrix `K` of `p²`,
for a speed of light `c ≠ 0`. -/
def pauliKinetic (c : ℝ) (K : Matrix n n ℂ) : Matrix n n ℂ :=
  (1 / 2 : ℝ) • K - (1 / (8 * c ^ 2) : ℝ) • (K * K)

/-- The Pauli kinetic energy `k/2 - k²/(8c²)` belonging to the value `k` of `p²`,
for a speed of light `c ≠ 0`. -/
def pauliLevel (c k : ℝ) : ℝ := k / 2 - k ^ 2 / (8 * c ^ 2)

/-- The real part of `x† A x`, the expectation value of a Hermitian matrix `A`
in a normalised state `x`. -/
def expectation (A : Matrix n n ℂ) (x : n → ℂ) : ℝ := (star x ⬝ᵥ A *ᵥ x).re

/-- An eigenvector of `K` with eigenvalue `k` is mapped by the Pauli kinetic matrix to
`k/2 - k²/(8c²)` times itself. -/
theorem pauliKinetic_mulVec_eigenvector (c k : ℝ) (K : Matrix n n ℂ) (v : n → ℂ)
    (h : K *ᵥ v = k • v) : pauliKinetic c K *ᵥ v = pauliLevel c k • v := by
  unfold pauliKinetic pauliLevel
  rw [Matrix.sub_mulVec, Matrix.smul_mulVec, Matrix.smul_mulVec, ← Matrix.mulVec_mulVec, h,
    Matrix.mulVec_smul, h]
  module

/-- A unitary change of basis of `K` changes the basis of the Pauli kinetic matrix
in the same way. -/
theorem pauliKinetic_unitary [DecidableEq n] (c : ℝ) (U D : Matrix n n ℂ) (hU : Uᴴ * U = 1) :
    pauliKinetic c (U * D * Uᴴ) = U * pauliKinetic c D * Uᴴ := by
  have hsq : U * D * Uᴴ * (U * D * Uᴴ) = U * (D * D) * Uᴴ := by
    calc U * D * Uᴴ * (U * D * Uᴴ) = U * D * (Uᴴ * U) * D * Uᴴ := by
          simp only [Matrix.mul_assoc]
      _ = U * (D * D) * Uᴴ := by rw [hU, Matrix.mul_one, Matrix.mul_assoc U D D]
  unfold pauliKinetic
  rw [hsq, Matrix.mul_sub, Matrix.sub_mul, Matrix.mul_smul, Matrix.mul_smul,
    Matrix.smul_mul, Matrix.smul_mul]

/-- In the eigenbasis of a Hermitian `K` the Pauli kinetic matrix is diagonal, with entries
`k/2 - k²/(8c²)` for the eigenvalues `k` of `K`. -/
theorem pauliKinetic_spectral [DecidableEq n] (c : ℝ) (K : Matrix n n ℂ) (hK : K.IsHermitian) :
    pauliKinetic c K = (hK.eigenvectorUnitary : Matrix n n ℂ) *
      diagonal (fun i => (pauliLevel c (hK.eigenvalues i) : ℂ)) *
      (hK.eigenvectorUnitary : Matrix n n ℂ)ᴴ := by
  have hU : (hK.eigenvectorUnitary : Matrix n n ℂ)ᴴ * (hK.eigenvectorUnitary : Matrix n n ℂ) = 1 :=
    Matrix.mem_unitaryGroup_iff'.mp hK.eigenvectorUnitary.2
  have hspec : K = (hK.eigenvectorUnitary : Matrix n n ℂ) *
      diagonal (fun i => (hK.eigenvalues i : ℂ)) *
      (hK.eigenvectorUnitary : Matrix n n ℂ)ᴴ := by
    have h := hK.spectral_theorem
    rw [Unitary.conjStarAlgAut_apply] at h
    exact h
  -- on a diagonal matrix the Pauli expression acts entry by entry
  have hD : pauliKinetic c (diagonal (fun i => (hK.eigenvalues i : ℂ))) =
      diagonal (fun i => (pauliLevel c (hK.eigenvalues i) : ℂ)) := by
    unfold pauliKinetic pauliLevel
    rw [Matrix.diagonal_mul_diagonal, ← Matrix.diagonal_smul, ← Matrix.diagonal_smul,
      Matrix.diagonal_sub]
    congr 1
    funext i
    simp only [Pi.smul_apply, Complex.real_smul]
    push_cast
    ring
  exact (congrArg (pauliKinetic c) hspec).trans ((pauliKinetic_unitary c _ _ hU).trans (by rw [hD]))

/-- For `k ≥ 0` the Pauli level is nonnegative exactly when `k ≤ 4c²`. -/
theorem pauliLevel_nonneg_iff {c k : ℝ} (hc : 0 < c) (hk : 0 ≤ k) :
    0 ≤ pauliLevel c k ↔ k ≤ 4 * c ^ 2 := by
  have hc2 : 0 < c ^ 2 := by positivity
  unfold pauliLevel
  rw [sub_nonneg, div_le_iff₀ (by positivity)]
  constructor
  · intro h
    by_contra hlt
    have h1 : 0 < k - 4 * c ^ 2 := by linarith [not_le.mp hlt]
    have h2 : 0 < k := by linarith
    nlinarith [mul_pos h2 h1]
  · intro h
    nlinarith [mul_nonneg hk (sub_nonneg.2 h)]

/-- For a positive semidefinite matrix `K` of `p²`, the Pauli kinetic matrix is positive
semidefinite if and only if every eigenvalue of `K` is at most `4c²`. -/
theorem pauliKinetic_posSemidef_iff [DecidableEq n] {c : ℝ} (hc : 0 < c) (K : Matrix n n ℂ)
    (hK : K.PosSemidef) :
    (pauliKinetic c K).PosSemidef ↔ ∀ i, hK.isHermitian.eigenvalues i ≤ 4 * c ^ 2 := by
  have hS := pauliKinetic_spectral c K hK.isHermitian
  have hU : (hK.isHermitian.eigenvectorUnitary : Matrix n n ℂ)ᴴ *
      (hK.isHermitian.eigenvectorUnitary : Matrix n n ℂ) = 1 :=
    Matrix.mem_unitaryGroup_iff'.mp hK.isHermitian.eigenvectorUnitary.2
  generalize (hK.isHermitian.eigenvectorUnitary : Matrix n n ℂ) = U at hS hU
  constructor
  · intro h i
    -- return to the eigenbasis and read off the diagonal
    have h1 := h.conjTranspose_mul_mul_same U
    have h2 : ∀ L : Matrix n n ℂ, Uᴴ * (U * L * Uᴴ) * U = L := fun L => by
      calc Uᴴ * (U * L * Uᴴ) * U = (Uᴴ * U) * L * (Uᴴ * U) := by
            simp only [Matrix.mul_assoc]
        _ = L := by rw [hU, Matrix.one_mul, Matrix.mul_one]
    rw [hS, h2, Matrix.posSemidef_diagonal_iff] at h1
    exact (pauliLevel_nonneg_iff hc (hK.eigenvalues_nonneg i)).mp
      (Complex.zero_le_real.mp (h1 i))
  · intro h
    rw [hS]
    refine Matrix.PosSemidef.mul_mul_conjTranspose_same ?_ U
    rw [Matrix.posSemidef_diagonal_iff]
    exact fun i => Complex.zero_le_real.mpr
      ((pauliLevel_nonneg_iff hc (hK.eigenvalues_nonneg i)).mpr (h i))

/-- In a normalised state the squared mean of a Hermitian matrix is at most the mean
of its square. -/
theorem expectation_sq_le (K : Matrix n n ℂ) (hK : K.IsHermitian) (x : n → ℂ)
    (hx : star x ⬝ᵥ x = 1) : expectation K x ^ 2 ≤ expectation (K * K) x := by
  have hs : star (K *ᵥ x) = star x ᵥ* K := by rw [Matrix.star_mulVec, hK.eq]
  -- the squared norm of `(K - t) x` is the variance when `t` is the mean
  have e : ∀ t : ℝ, star (K *ᵥ x - (t : ℂ) • x) ⬝ᵥ (K *ᵥ x - (t : ℂ) • x) =
      star x ⬝ᵥ (K * K) *ᵥ x - (t : ℂ) * (star x ⬝ᵥ K *ᵥ x)
        - ((t : ℂ) * (star x ⬝ᵥ K *ᵥ x) - (t : ℂ) * (t : ℂ)) := by
    intro t
    have ht : star (t : ℂ) = (t : ℂ) := Complex.conj_ofReal t
    simp only [star_sub, star_smul, hs, ht, sub_dotProduct, dotProduct_sub, smul_dotProduct,
      dotProduct_smul, ← Matrix.dotProduct_mulVec, Matrix.mulVec_mulVec, hx, smul_eq_mul]
    ring
  have aux : ∀ (S m : ℂ) (t : ℝ),
      (S - (t : ℂ) * m - ((t : ℂ) * m - (t : ℂ) * (t : ℂ))).re =
        S.re - t * m.re - (t * m.re - t * t) := by
    intro S m t
    simp
  have h := (Complex.le_def.mp
    (dotProduct_star_self_nonneg (K *ᵥ x - (expectation K x : ℂ) • x))).1
  rw [e, aux, Complex.zero_re] at h
  change 0 ≤ expectation (K * K) x - expectation K x * expectation K x -
    (expectation K x * expectation K x - expectation K x * expectation K x) at h
  nlinarith [h]

/-- The Pauli kinetic energy of a normalised trial vector is at most the Pauli level
evaluated at its mean value of `p²`. -/
theorem expectation_pauliKinetic_le (c : ℝ) (K : Matrix n n ℂ) (hK : K.IsHermitian)
    (x : n → ℂ) (hx : star x ⬝ᵥ x = 1) :
    expectation (pauliKinetic c K) x ≤ pauliLevel c (expectation K x) := by
  have h1 : expectation (pauliKinetic c K) x =
      1 / 2 * expectation K x - 1 / (8 * c ^ 2) * expectation (K * K) x := by
    unfold expectation pauliKinetic
    rw [Matrix.sub_mulVec, Matrix.smul_mulVec, Matrix.smul_mulVec, dotProduct_sub,
      dotProduct_smul, dotProduct_smul, Complex.sub_re, Complex.smul_re, Complex.smul_re,
      smul_eq_mul, smul_eq_mul]
  have h2 : 1 / (8 * c ^ 2) * expectation K x ^ 2 ≤
      1 / (8 * c ^ 2) * expectation (K * K) x :=
    mul_le_mul_of_nonneg_left (expectation_sq_le K hK x hx) (by positivity)
  have h3 : pauliLevel c (expectation K x) =
      1 / 2 * expectation K x - 1 / (8 * c ^ 2) * expectation K x ^ 2 := by
    unfold pauliLevel
    ring
  rw [h1, h3]
  linarith

/-- The Pauli kinetic energy of every normalised trial vector is at most `2c²` minus half its mean
value of `p²`. -/
theorem pauli_collapse {c : ℝ} (hc : 0 < c) (K : Matrix n n ℂ) (hK : K.IsHermitian)
    (x : n → ℂ) (hx : star x ⬝ᵥ x = 1) :
    expectation (pauliKinetic c K) x ≤ 2 * c ^ 2 - expectation K x / 2 := by
  refine (expectation_pauliKinetic_le c K hK x hx).trans ?_
  -- the parabola lies below its tangent at `k = 4c²`
  have h : expectation K x - 2 * c ^ 2 ≤ expectation K x ^ 2 / (8 * c ^ 2) := by
    rw [le_div_iff₀ (by positivity)]
    nlinarith [sq_nonneg (expectation K x - 4 * c ^ 2)]
  unfold pauliLevel
  linarith

end

end PauliKineticCollapse
```

```lean
#print axioms PauliKineticCollapse.pauliKinetic_mulVec_eigenvector
-- 'PauliKineticCollapse.pauliKinetic_mulVec_eigenvector' depends on axioms: [propext, Classical.choice, Quot.sound]
#print axioms PauliKineticCollapse.pauliKinetic_posSemidef_iff
-- 'PauliKineticCollapse.pauliKinetic_posSemidef_iff' depends on axioms: [propext, Classical.choice, Quot.sound]
#print axioms PauliKineticCollapse.pauli_collapse
-- 'PauliKineticCollapse.pauli_collapse' depends on axioms: [propext, Classical.choice, Quot.sound]
```

## The matrix model of the kinetic energy

The matrix `K` represents $p^2$ in a finite orthonormal basis indexed by `n`. From it, `pauliKinetic c K` forms

$$P(K)=\frac{K}{2}-\frac{K^2}{8c^2},$$

and `pauliLevel c k` is the corresponding scalar $\varepsilon(k)=k/2-k^2/(8c^2)$. The main theorem, `pauliKinetic_posSemidef_iff`, assumes $c>0$ and `K.PosSemidef`, which expresses that $p^2$ is a nonnegative observable. It states that $P(K)$ is positive semidefinite if and only if every `hK.isHermitian.eigenvalues i` is at most $4c^2$.

For trial vectors, `expectation A x` is the real part of $x^\dagger Ax$, and `star x ⬝ᵥ x = 1` is normalisation. The theorem `pauli_collapse` then bounds the kinetic energy from above for every normalised $x$, and needs `K` only to be Hermitian.

The model contains one particle and no potential, Darwin or spin-orbit term. It also uses $K^2$ for $p^4$, although the square of the matrix of $p^2$ generally differs from the matrix of $p^4$ in a finite basis. The threshold belongs to $P(K)$ and does not carry over to the matrix built with $p^4$ itself: a single normalised s-type Gaussian with $\langle p^2\rangle=3c^2$ has $\langle p^4\rangle=15c^4$, so its energy $\langle p^2\rangle/2-\langle p^4\rangle/(8c^2)=-3c^2/8$ is negative, while $P(K)=3c^2/8$ is positive. The upper bound does carry over, because in an orthonormal basis of functions with finite $\langle p^4\rangle$ the mean of $p^4$ is never smaller than $x^\dagger K^2x$.

## From eigenvalues to the threshold

If $Kv=kv$, then $K^2v=k^2v$, and so $P(K)v=\varepsilon(k)v$. This is `pauliKinetic_mulVec_eigenvector`: each eigenvalue $k$ gives the level $\varepsilon(k)$.

To treat all vectors at once, write $K=UDU^\dagger$ with $U$ unitary and $D$ the diagonal matrix of the eigenvalues $k_i$. Since $U^\dagger U=1$,

$$K^2=UDU^\dagger UDU^\dagger=UD^2U^\dagger,\qquad P(K)=U\,P(D)\,U^\dagger.$$

The second equation is `pauliKinetic_unitary`. The matrix $P(D)$ is diagonal with entries $\varepsilon(k_i)$, which `pauliKinetic_spectral` combines with the spectral theorem. With $y=U^\dagger x$,

$$x^\dagger P(K)x=\sum_i\varepsilon(k_i)|y_i|^2,$$

so $P(K)$ is positive semidefinite exactly when all $\varepsilon(k_i)\ge0$. Lean reaches the same conclusion by conjugating with $U$ in either direction and applying `Matrix.posSemidef_diagonal_iff`.

What remains is the sign of

$$\varepsilon(k)=\frac{k(4c^2-k)}{8c^2}.$$

For $k\ge0$ this is nonnegative exactly when $k\le4c^2$. In `pauliLevel_nonneg_iff` the denominator is cleared and `nlinarith` receives the product of $k$ with the distance from $4c^2$.

Positivity of $K$ matters here. For the $1\times1$ matrix $K=(-1)$, the only eigenvalue lies below $4c^2$, yet $P(K)=-1/2-1/(8c^2)$ is negative.

## An upper bound for every trial vector

Let $x$ be normalised and $t=x^\dagger Kx$, which is real because $K$ is Hermitian. The squared norm of $(K-t)x$ is the variance:

$$0\le\|(K-t)x\|^2=x^\dagger K^2x-2t\,x^\dagger Kx+t^2=x^\dagger K^2x-t^2.$$

Thus $t^2\le x^\dagger K^2x$. The proof of `expectation_sq_le` expands this norm in its step `e` and takes real parts with `aux`. Because $K^2$ enters $P(K)$ with a negative coefficient,

$$x^\dagger P(K)x=\frac t2-\frac{x^\dagger K^2x}{8c^2}\le\varepsilon(t),$$

which is `expectation_pauliKinetic_le`. Finally,

$$2c^2-\frac t2-\varepsilon(t)=\frac{(t-4c^2)^2}{8c^2}\ge0,$$

so the parabola $\varepsilon$ lies below its tangent at $4c^2$. This square is the hint given to `nlinarith` in `pauli_collapse`, and the result is

$$x^\dagger P(K)x\le 2c^2-\frac t2.$$

The bound has the same form in every basis. A single finite matrix of size at least one still has a lowest level; the collapse appears along a sequence of bases with normalised trial vectors for which $t$ grows without bound. For variational calculations, this finite, one-particle, purely kinetic model shows the danger of minimising with the mass-velocity term included while adding tighter and tighter functions.
